# The projected spin of a moving massive Dirac particle violates the spin commutation relations

Let a free Dirac particle have mass \(m>0\), momentum \(p\neq0\) along z and energy \(E=\sqrt{p^2+m^2}\). Its projected spin, also called the Czachor spin,
\[
T_k=\tfrac14\left(\Sigma_k+\frac{H\Sigma_kH}{E^2}\right),\qquad H=p\,\alpha_3+m\beta ,
\]
is conserved, but \([T_x,T_y]=i(m^2/E^2)\,T_z\) and \(T_x^2=T_y^2=m^2/(4E^2)\). No common nonzero factor turns the three components into a spin. Unequal factors do, so the three operators still span an su(2) algebra; it is their normalisation as spin components that fails.

The physical problem is that the transverse parts of the ordinary spin \(\Sigma_k/2\) do not commute with \(H\) when \(p\neq0\). The projected spin keeps only the part that does not connect positive and negative energies.

## Matrices at one momentum

Units are \(\hbar=1\) and speed of light one. At fixed momentum, operators are complex 4×4 matrices.

```lean
import Mathlib

set_option maxHeartbeats 400000

noncomputable section

namespace DiracProjectedSpin

/-- Operators on four-component Dirac spinors at fixed momentum. -/
abbrev Op := Matrix (Fin 4) (Fin 4) ℂ
```

In the standard representation, \(\alpha_3\) belongs to the z direction.

```lean
/-- The Dirac matrix `α₃` in the standard representation. -/
def alpha3 : Op := !![0, 0, 1, 0; 0, 0, 0, -1; 1, 0, 0, 0; 0, -1, 0, 0]

/-- The Dirac matrix `β` in the standard representation. -/
def beta : Op := !![1, 0, 0, 0; 0, 1, 0, 0; 0, 0, -1, 0; 0, 0, 0, -1]
```

The name `sigma` denotes the four-component \(\Sigma_k\), not the Pauli matrices. Its indices 0, 1, 2 mean x, y, z, so `sigma 2` is \(\Sigma_z\).

```lean
/-- The spin matrices `Σ_k`; the indices 0, 1, 2 stand for x, y, z. -/
def sigma : Fin 3 → Op :=
  ![!![0, 1, 0, 0; 1, 0, 0, 0; 0, 0, 0, 1; 0, 0, 1, 0],
    !![0, -Complex.I, 0, 0; Complex.I, 0, 0, 0; 0, 0, 0, -Complex.I; 0, 0, Complex.I, 0],
    !![1, 0, 0, 0; 0, -1, 0, 0; 0, 0, 1, 0; 0, 0, 0, -1]]
```

The Hamiltonian and energy take real \(p\) and \(m\). Taking z along the momentum is a choice of axes; assembling these matrices over all momenta into an operator on wave packets is a further step, not treated here.

```lean
/-- The Dirac Hamiltonian `H = p α₃ + m β` for momentum `p` along z. -/
def hamiltonian (p m : ℝ) : Op := (p : ℂ) • alpha3 + (m : ℂ) • beta

/-- The relativistic energy `E = √(p² + m²)`. -/
def energy (p m : ℝ) : ℝ := √(p ^ 2 + m ^ 2)
```

The projected spin is then the formula above.

```lean
/-- The projected spin `T_k = (Σ_k + H Σ_k H / E²) / 4`, for `E ≠ 0`. -/
def projectedSpin (p m : ℝ) (k : Fin 3) : Op :=
  (1 / 4 : ℂ) • (sigma k +
    (1 / (energy p m : ℂ) ^ 2) • (hamiltonian p m * sigma k * hamiltonian p m))
```

The projectors onto the two signs of energy are \(P_\pm=(1\pm H/E)/2\), with the sign passed as `s`.

```lean
/-- The operator `(1 + s H / E) / 2`, for `E ≠ 0`; the sign `s = ±1` selects the sign of
the energy. -/
def energyProjector (p m : ℝ) (s : ℂ) : Op :=
  (1 / 2 : ℂ) • (1 + (s / (energy p m : ℂ)) • hamiltonian p m)
```

Being a spin means, at this stage, satisfying the three commutation relations. They do not fix the spin quantum number, and three zero matrices satisfy them too.

```lean
/-- The spin commutation relations `[S_x, S_y] = i S_z` and cyclic, with `ħ = 1`. -/
def IsSpinAlgebra (S : Fin 3 → Op) : Prop :=
  S 0 * S 1 - S 1 * S 0 = Complex.I • S 2 ∧
  S 1 * S 2 - S 2 * S 1 = Complex.I • S 0 ∧
  S 2 * S 0 - S 0 * S 2 = Complex.I • S 1
```

Since \(\alpha_3\) anticommutes with \(\Sigma_x\) and \(\Sigma_y\), two auxiliary matrices will appear:
\[
A=\Sigma_x(m+p\beta\alpha_3),\qquad C=A\Sigma_z=-i\Sigma_y(m+p\beta\alpha_3).
\]
Here \(C\) is not charge conjugation. Lean writes out their entries.

```lean
/-- The matrix `A` to which, for `E ≠ 0`, the x component of the projected spin is proportional. -/
def transX (p m : ℝ) : Op :=
  !![0, (m : ℂ), 0, -(p : ℂ); (m : ℂ), 0, (p : ℂ), 0;
     0, (p : ℂ), 0, (m : ℂ); -(p : ℂ), 0, (m : ℂ), 0]

/-- The matrix `C` to which, for `E ≠ 0`, the y component of the projected spin is proportional. -/
def transY (p m : ℝ) : Op :=
  !![0, -(m : ℂ), 0, (p : ℂ); (m : ℂ), 0, (p : ℂ), 0;
     0, -(p : ℂ), 0, -(m : ℂ); -(p : ℂ), 0, (m : ℂ), 0]
```

The last definition multiplies the transverse components by \(E/m\) and leaves \(T_z\) alone.

```lean
/-- The projected spin with the transverse components multiplied by `E / m`, for `m ≠ 0`
and `E ≠ 0`. -/
def rescaledSpin (p m : ℝ) : Fin 3 → Op :=
  ![((energy p m : ℂ) / m) • projectedSpin p m 0,
    ((energy p m : ℂ) / m) • projectedSpin p m 1, projectedSpin p m 2]
```

## Conservation

Positive mass gives \(E\neq0\) and \(E^2=p^2+m^2\), here stated for complex numbers.

```lean
/-- For positive mass the energy is nonzero and obeys `E² = p² + m²`. -/
theorem energy_spec (p : ℝ) {m : ℝ} (hm : 0 < m) :
    (energy p m : ℂ) ≠ 0 ∧ (energy p m : ℂ) ^ 2 = (p : ℂ) ^ 2 + (m : ℂ) ^ 2 := by
  have h0 : 0 < energy p m := Real.sqrt_pos.mpr (by positivity)
  have h : energy p m ^ 2 = p ^ 2 + m ^ 2 := Real.sq_sqrt (by positivity)
  exact ⟨by exact_mod_cast h0.ne', by exact_mod_cast h⟩
```

Because \(\alpha_3^2=\beta^2=1\) and \(\alpha_3\beta=-\beta\alpha_3\), the cross terms cancel and \(H^2=p^2+m^2\). Lean compares all sixteen entries.

```lean
/-- The Dirac Hamiltonian squares to `p² + m²`. -/
theorem hamiltonian_sq (p m : ℝ) :
    hamiltonian p m * hamiltonian p m = ((p : ℂ) ^ 2 + (m : ℂ) ^ 2) • (1 : Op) := by
  ext i j
  fin_cases i <;> fin_cases j <;>
    simp [hamiltonian, alpha3, beta, Matrix.mul_apply, Fin.sum_univ_succ] <;> ring
```

Hence
\[
HT_k=\tfrac14(H\Sigma_k+\Sigma_kH)=T_kH .
\]
In the proof, `h1` and `h2` are the two uses of \(H^2=E^2\).

```lean
/-- For positive mass every component of the projected spin commutes with the Hamiltonian. -/
theorem projectedSpin_conserved (p : ℝ) {m : ℝ} (hm : 0 < m) (k : Fin 3) :
    hamiltonian p m * projectedSpin p m k = projectedSpin p m k * hamiltonian p m := by
  obtain ⟨hE, hE2⟩ := energy_spec p hm
  have h := hamiltonian_sq p m
  rw [← hE2] at h
  unfold projectedSpin
  generalize hamiltonian p m = H at *
  -- H² = E² turns H (H Σ H) into E² Σ H, and likewise from the right
  have h1 : H * (H * sigma k * H) = (energy p m : ℂ) ^ 2 • (sigma k * H) := by
    calc H * (H * sigma k * H) = (H * H) * (sigma k * H) := by simp only [mul_assoc]
      _ = _ := by rw [h, smul_mul_assoc, one_mul]
  have h2 : H * sigma k * H * H = (energy p m : ℂ) ^ 2 • (H * sigma k) := by
    rw [mul_assoc (H * sigma k), h, mul_smul_comm, mul_one]
  simp only [mul_smul_comm, smul_mul_assoc, mul_add, add_mul, h1, h2]
  match_scalars <;> field_simp
```

Expanding the projectors, the terms linear in \(H\) cancel:
\[
P_+\tfrac{\Sigma_k}{2}P_++P_-\tfrac{\Sigma_k}{2}P_-
=\tfrac12\left(\tfrac{\Sigma_k}{2}+\frac{H\Sigma_kH}{2E^2}\right)=T_k .
\]

```lean
/-- The projected spin is `P₊ (Σ_k/2) P₊ + P₋ (Σ_k/2) P₋`, with `P₊` and `P₋` the operators
`(1 ± H/E)/2`. For `E ≠ 0` this is the part of the spin that does not mix positive and negative
energies. -/
theorem projectedSpin_eq_projected (p m : ℝ) (k : Fin 3) :
    projectedSpin p m k =
      energyProjector p m 1 * ((1 / 2 : ℂ) • sigma k) * energyProjector p m 1 +
      energyProjector p m (-1) * ((1 / 2 : ℂ) • sigma k) * energyProjector p m (-1) := by
  simp only [projectedSpin, energyProjector, mul_add, add_mul, smul_mul_assoc,
    mul_smul_comm, one_mul, mul_one, smul_add]
  module
```

## Closed forms and products

Moving \(\Sigma_x\) to the left reverses the sign of \(\alpha_3\) in the first factor \(H\):
\[
H\Sigma_xH=\Sigma_x(m^2-p^2+2pm\,\beta\alpha_3),\qquad
E^2\Sigma_x+H\Sigma_xH=2mA .
\]
The same step for y gives \(2imC\). As \(\Sigma_z\) commutes with \(H\), \(H\Sigma_zH=E^2\Sigma_z\). Dividing by \(4E^2\),
\[
T_x=\frac{m}{2E^2}A,\qquad T_y=\frac{im}{2E^2}C,\qquad T_z=\tfrac12\Sigma_z .
\]
Lean factors out \(1/(4E^2)\) in `key` and checks the three numerators entry by entry.

```lean
/-- For positive mass, `T_x = m A / (2E²)`, `T_y = i m C / (2E²)` and `T_z = Σ_z / 2`. -/
theorem projectedSpin_closed (p : ℝ) {m : ℝ} (hm : 0 < m) :
    projectedSpin p m 0 = ((m : ℂ) / (2 * (energy p m : ℂ) ^ 2)) • transX p m ∧
    projectedSpin p m 1 =
      (Complex.I * (m : ℂ) / (2 * (energy p m : ℂ) ^ 2)) • transY p m ∧
    projectedSpin p m 2 = (1 / 2 : ℂ) • sigma 2 := by
  obtain ⟨hE, hE2⟩ := energy_spec p hm
  have hw := mul_inv_cancel₀ (pow_ne_zero 2 hE)
  have key : ∀ k, projectedSpin p m k = (1 / (4 * (energy p m : ℂ) ^ 2)) •
      ((energy p m : ℂ) ^ 2 • sigma k + hamiltonian p m * sigma k * hamiltonian p m) := by
    intro k
    unfold projectedSpin
    match_scalars <;> field_simp
  have hx : (energy p m : ℂ) ^ 2 • sigma 0 + hamiltonian p m * sigma 0 * hamiltonian p m
      = (2 * (m : ℂ)) • transX p m := by
    rw [hE2]
    ext i j
    fin_cases i <;> fin_cases j <;> simp [hamiltonian, alpha3, beta, sigma, transX] <;> ring
  have hy : (energy p m : ℂ) ^ 2 • sigma 1 + hamiltonian p m * sigma 1 * hamiltonian p m
      = (2 * Complex.I * (m : ℂ)) • transY p m := by
    rw [hE2]
    ext i j
    fin_cases i <;> fin_cases j <;> simp [hamiltonian, alpha3, beta, sigma, transY] <;> ring
  have hz : (energy p m : ℂ) ^ 2 • sigma 2 + hamiltonian p m * sigma 2 * hamiltonian p m
      = (2 * (energy p m : ℂ) ^ 2) • sigma 2 := by
    rw [hE2]
    ext i j
    fin_cases i <;> fin_cases j <;> simp [hamiltonian, alpha3, beta, sigma] <;> ring
  refine ⟨?_, ?_, ?_⟩
  · rw [key, hx, smul_smul]
    congr 1
    ring
  · rw [key, hy, smul_smul]
    congr 1
    ring
  · rw [key, hz, smul_smul]
    congr 1
    linear_combination (1 / 2 : ℂ) * hw
```

From \((\beta\alpha_3)^2=-1\),
\[
A^2=(m-p\beta\alpha_3)(m+p\beta\alpha_3)=E^2 .
\]
Also \(\Sigma_zA=-A\Sigma_z=-C\) and \(\Sigma_z^2=1\). The rest follows from \(C=A\Sigma_z\):
\[
C\Sigma_z=A=-\Sigma_zC,\quad AC=E^2\Sigma_z=-CA,\quad C^2=A\Sigma_zC=-E^2 .
\]

```lean
/-- The products of `A`, `C` and `Σ_z`: `A² = p² + m² = -C²`, `AC = (p² + m²) Σ_z = -CA`,
`AΣ_z = C = -Σ_z A`, `CΣ_z = A = -Σ_z C` and `Σ_z² = 1`. -/
theorem transverse_products (p m : ℝ) :
    transX p m * transX p m = ((p : ℂ) ^ 2 + (m : ℂ) ^ 2) • (1 : Op) ∧
    transY p m * transY p m = -(((p : ℂ) ^ 2 + (m : ℂ) ^ 2) • (1 : Op)) ∧
    transX p m * transY p m = ((p : ℂ) ^ 2 + (m : ℂ) ^ 2) • sigma 2 ∧
    transY p m * transX p m = -(((p : ℂ) ^ 2 + (m : ℂ) ^ 2) • sigma 2) ∧
    transX p m * sigma 2 = transY p m ∧ sigma 2 * transX p m = -transY p m ∧
    transY p m * sigma 2 = transX p m ∧ sigma 2 * transY p m = -transX p m ∧
    sigma 2 * sigma 2 = 1 := by
  have hAA : transX p m * transX p m = ((p : ℂ) ^ 2 + (m : ℂ) ^ 2) • (1 : Op) := by
    ext i j
    fin_cases i <;> fin_cases j <;>
      simp [transX, Matrix.mul_apply, Fin.sum_univ_succ] <;> ring
  have hA3 : transX p m * sigma 2 = transY p m := by
    ext i j
    fin_cases i <;> fin_cases j <;>
      simp [transX, transY, sigma, Matrix.mul_apply, Fin.sum_univ_succ]
  have h3A : sigma 2 * transX p m = -transY p m := by
    ext i j
    fin_cases i <;> fin_cases j <;>
      simp [transX, transY, sigma, Matrix.mul_apply, Fin.sum_univ_succ]
  have h33 : sigma 2 * sigma 2 = 1 := by
    ext i j
    fin_cases i <;> fin_cases j <;> simp [sigma, Matrix.mul_apply, Fin.sum_univ_succ]
  -- the remaining products follow from C = A Σ_z
  have hAC : transX p m * transY p m = ((p : ℂ) ^ 2 + (m : ℂ) ^ 2) • sigma 2 := by
    rw [← hA3, ← mul_assoc, hAA, smul_mul_assoc, one_mul]
  have hC3 : transY p m * sigma 2 = transX p m := by
    rw [← hA3, mul_assoc, h33, mul_one]
  have h3C : sigma 2 * transY p m = -transX p m := by
    rw [← hA3, ← mul_assoc, h3A, neg_mul, hC3]
  have hCA : transY p m * transX p m = -(((p : ℂ) ^ 2 + (m : ℂ) ^ 2) • sigma 2) := by
    calc transY p m * transX p m = transX p m * (sigma 2 * transX p m) := by
          rw [← mul_assoc, hA3]
      _ = _ := by rw [h3A, mul_neg, hAC]
  have hCC : transY p m * transY p m = -(((p : ℂ) ^ 2 + (m : ℂ) ^ 2) • (1 : Op)) := by
    calc transY p m * transY p m = transX p m * (sigma 2 * transY p m) := by
          rw [← mul_assoc, hA3]
      _ = _ := by rw [h3C, mul_neg, hAA]
  exact ⟨hAA, hCC, hAC, hCA, hA3, h3A, hC3, h3C, h33⟩
```

## Squares and commutators

Inserting the closed forms,
\[
T_x^2=\frac{m^2}{4E^4}A^2=\frac{m^2}{4E^2},\quad
T_y^2=-\frac{m^2}{4E^4}C^2=\frac{m^2}{4E^2},\quad T_z^2=\tfrac14 .
\]
The proof substitutes the products and compares scalar coefficients.

```lean
/-- For positive mass, `T_x² = T_y² = m² / (4E²)`, while `T_z² = 1/4`. -/
theorem projectedSpin_sq (p : ℝ) {m : ℝ} (hm : 0 < m) :
    projectedSpin p m 0 * projectedSpin p m 0 =
      ((m : ℂ) ^ 2 / (4 * (energy p m : ℂ) ^ 2)) • (1 : Op) ∧
    projectedSpin p m 1 * projectedSpin p m 1 =
      ((m : ℂ) ^ 2 / (4 * (energy p m : ℂ) ^ 2)) • (1 : Op) ∧
    projectedSpin p m 2 * projectedSpin p m 2 = (1 / 4 : ℂ) • (1 : Op) := by
  obtain ⟨hE, hE2⟩ := energy_spec p hm
  have hw := mul_inv_cancel₀ (pow_ne_zero 2 hE)
  obtain ⟨hx, hy, hz⟩ := projectedSpin_closed p hm
  obtain ⟨hAA, hCC, -, -, -, -, -, -, h33⟩ := transverse_products p m
  rw [← hE2] at hAA hCC
  refine ⟨?_, ?_, ?_⟩
  · simp only [hx, smul_mul_assoc, mul_smul_comm, hAA]
    match_scalars
    linear_combination ((m : ℂ) ^ 2 / 4 * ((energy p m : ℂ) ^ 2)⁻¹) * hw
  · simp only [hy, smul_mul_assoc, mul_smul_comm, hCC]
    match_scalars
    linear_combination ((m : ℂ) ^ 2 / 4 * ((energy p m : ℂ) ^ 2)⁻¹) * hw -
      ((m : ℂ) ^ 2 / 4 * ((energy p m : ℂ) ^ 2)⁻¹ * ((energy p m : ℂ) ^ 2)⁻¹ *
        (energy p m : ℂ) ^ 2) * Complex.I_sq
  · simp only [hz, smul_mul_assoc, mul_smul_comm, h33]
    module
```

For the commutators,
\[
\begin{aligned}
[T_x,T_y]&=\frac{im^2}{4E^4}\,2E^2\Sigma_z=i\frac{m^2}{E^2}T_z,\\
[T_y,T_z]&=\frac{im}{4E^2}\,2A=iT_x,\\
[T_z,T_x]&=-\frac{m}{2E^2}C=iT_y .
\end{aligned}
\]
At rest \(E=m\), the closed forms reduce to \(T_k=\Sigma_k/2\), and the usual spin one-half returns. As \(p/m\) grows, the transverse squares tend to zero while \(T_z^2\) stays at \(1/4\).

```lean
/-- For positive mass, `[T_x, T_y] = i (m²/E²) T_z`, while `[T_y, T_z] = i T_x` and
`[T_z, T_x] = i T_y`. -/
theorem projectedSpin_commutators (p : ℝ) {m : ℝ} (hm : 0 < m) :
    projectedSpin p m 0 * projectedSpin p m 1 - projectedSpin p m 1 * projectedSpin p m 0 =
      (Complex.I * ((m : ℂ) ^ 2 / (energy p m : ℂ) ^ 2)) • projectedSpin p m 2 ∧
    projectedSpin p m 1 * projectedSpin p m 2 - projectedSpin p m 2 * projectedSpin p m 1 =
      Complex.I • projectedSpin p m 0 ∧
    projectedSpin p m 2 * projectedSpin p m 0 - projectedSpin p m 0 * projectedSpin p m 2 =
      Complex.I • projectedSpin p m 1 := by
  obtain ⟨hE, hE2⟩ := energy_spec p hm
  have hw := mul_inv_cancel₀ (pow_ne_zero 2 hE)
  obtain ⟨hx, hy, hz⟩ := projectedSpin_closed p hm
  obtain ⟨-, -, hAC, hCA, hA3, h3A, hC3, h3C, -⟩ := transverse_products p m
  rw [← hE2] at hAC hCA
  refine ⟨?_, ?_, ?_⟩
  · simp only [hx, hy, hz, smul_mul_assoc, mul_smul_comm, hAC, hCA]
    match_scalars
    linear_combination (Complex.I * (m : ℂ) ^ 2 / 2 * ((energy p m : ℂ) ^ 2)⁻¹) * hw
  · simp only [hx, hy, hz, smul_mul_assoc, mul_smul_comm, hC3, h3C]
    module
  · simp only [hx, hy, hz, smul_mul_assoc, mul_smul_comm, hA3, h3A]
    match_scalars
    linear_combination (-((m : ℂ) / (2 * (energy p m : ℂ) ^ 2))) * Complex.I_sq
```

## Common and unequal rescaling

Suppose the operators \(cT_k\), with complex \(c\neq0\), obey the spin relations. The y–z relation gives \(c^2\,iT_x=ic\,T_x\). Since \(T_x^2\neq0\), also \(T_x\neq0\), so \(c=1\). The x–y relation then requires \(m^2/E^2=1\), because \(T_z\neq0\). That means \(p=0\), a contradiction. The Lean proof derives these two conditions as `hc1` and `g`.

```lean
/-- For positive mass and nonzero momentum, no common nonzero factor `c` makes the operators
`c T_k` satisfy the spin commutation relations. -/
theorem projectedSpin_not_spin {p m : ℝ} (hp : p ≠ 0) (hm : 0 < m) (c : ℂ) (hc : c ≠ 0) :
    ¬ IsSpinAlgebra (fun k => c • projectedSpin p m k) := by
  rintro ⟨h01, h12, -⟩
  obtain ⟨hE, hE2⟩ := energy_spec p hm
  have hmC : (m : ℂ) ≠ 0 := by exact_mod_cast hm.ne'
  obtain ⟨c1, c2, -⟩ := projectedSpin_commutators p hm
  obtain ⟨s0, -, s2⟩ := projectedSpin_sq p hm
  have hT0 : projectedSpin p m 0 ≠ 0 := by
    intro h
    rw [h, mul_zero] at s0
    have hne : (m : ℂ) ^ 2 / (4 * (energy p m : ℂ) ^ 2) ≠ 0 :=
      div_ne_zero (pow_ne_zero 2 hmC) (mul_ne_zero (by norm_num) (pow_ne_zero 2 hE))
    exact smul_ne_zero hne one_ne_zero s0.symm
  have hT2 : projectedSpin p m 2 ≠ 0 := by
    intro h
    rw [h, mul_zero] at s2
    exact smul_ne_zero (by norm_num : (1 / 4 : ℂ) ≠ 0) one_ne_zero s2.symm
  have scale : ∀ X Y : Op, (c • X) * (c • Y) - (c • Y) * (c • X) =
      (c * c) • (X * Y - Y * X) := by
    intro X Y
    simp only [smul_mul_assoc, mul_smul_comm]
    module
  -- the relation [T_y, T_z] = i T_x fixes the factor to be one
  have e1 : (c * c) • (Complex.I • projectedSpin p m 0) =
      Complex.I • (c • projectedSpin p m 0) := by
    rw [← c2, ← scale]
    exact h12
  have f1 : (c * Complex.I * (c - 1)) • projectedSpin p m 0 = 0 := by
    linear_combination (norm := module) e1
  have hc1 : c = 1 := sub_eq_zero.mp ((mul_eq_zero.mp
    ((smul_eq_zero.mp f1).resolve_right hT0)).resolve_left (mul_ne_zero hc Complex.I_ne_zero))
  -- the relation [T_x, T_y] then requires m² = E²
  have e2 : (c * c) • ((Complex.I * ((m : ℂ) ^ 2 / (energy p m : ℂ) ^ 2)) •
      projectedSpin p m 2) = Complex.I • (c • projectedSpin p m 2) := by
    rw [← c1, ← scale]
    exact h01
  rw [hc1] at e2
  have f2 : (Complex.I * ((m : ℂ) ^ 2 / (energy p m : ℂ) ^ 2 - 1)) •
      projectedSpin p m 2 = 0 := by
    linear_combination (norm := module) e2
  have g : (m : ℂ) ^ 2 / (energy p m : ℂ) ^ 2 = 1 := sub_eq_zero.mp ((mul_eq_zero.mp
    ((smul_eq_zero.mp f2).resolve_right hT2)).resolve_left Complex.I_ne_zero)
  rw [div_eq_iff (pow_ne_zero 2 hE), one_mul, hE2] at g
  have hp2 : (p : ℂ) ^ 2 = 0 := by linear_combination -g
  have hp3 : p ^ 2 = 0 := by exact_mod_cast hp2
  exact pow_ne_zero 2 hp hp3
```

Now set \(R_x=(E/m)T_x\), \(R_y=(E/m)T_y\) and \(R_z=T_z\). Then
\[
[R_x,R_y]=\frac{E^2}{m^2}\,i\frac{m^2}{E^2}T_z=iR_z ,
\]
while the other two relations each carry one factor \(E/m\) on both sides. The transverse squares become \((E^2/m^2)\,m^2/(4E^2)=1/4\). In Lean, `hr` records the cancellation of the factors.

For a free particle with \(p\neq0\), a reported value of a transverse spin component is therefore ambiguous between \(T_k\) and \(R_k\) unless the operator is named: the two differ by the factor \(E/m\). The component along the momentum is the same for both.

```lean
/-- For positive mass, multiplying only the transverse components by `E/m` gives operators that
satisfy the spin commutation relations and each square to `1/4`. -/
theorem rescaledSpin_spin_half (p : ℝ) {m : ℝ} (hm : 0 < m) :
    IsSpinAlgebra (rescaledSpin p m) ∧
    ∀ k, rescaledSpin p m k * rescaledSpin p m k = (1 / 4 : ℂ) • (1 : Op) := by
  obtain ⟨hE, -⟩ := energy_spec p hm
  have hmC : (m : ℂ) ≠ 0 := by exact_mod_cast hm.ne'
  obtain ⟨c1, c2, c3⟩ := projectedSpin_commutators p hm
  obtain ⟨s0, s1, s2⟩ := projectedSpin_sq p hm
  have h0 : rescaledSpin p m 0 = ((energy p m : ℂ) / m) • projectedSpin p m 0 := rfl
  have h1 : rescaledSpin p m 1 = ((energy p m : ℂ) / m) • projectedSpin p m 1 := rfl
  have h2 : rescaledSpin p m 2 = projectedSpin p m 2 := rfl
  have hr : ((energy p m : ℂ) / m) * ((energy p m : ℂ) / m) *
      ((m : ℂ) ^ 2 / (energy p m : ℂ) ^ 2) = 1 := by
    field_simp
  generalize (energy p m : ℂ) / m = r at h0 h1 hr
  refine ⟨⟨?_, ?_, ?_⟩, ?_⟩
  · rw [h0, h1, h2]
    simp only [smul_mul_assoc, mul_smul_comm]
    rw [← smul_sub, ← smul_sub, c1, smul_smul, smul_smul]
    congr 1
    linear_combination Complex.I * hr
  · rw [h0, h1, h2, smul_mul_assoc, mul_smul_comm, ← smul_sub, c2, smul_comm]
  · rw [h0, h1, h2, smul_mul_assoc, mul_smul_comm, ← smul_sub, c3, smul_comm]
  · rw [Fin.forall_fin_succ, Fin.forall_fin_two]
    refine ⟨?_, ?_, ?_⟩
    · rw [h0, smul_mul_assoc, mul_smul_comm, s0, smul_smul, smul_smul]
      congr 1
      linear_combination (1 / 4 : ℂ) * hr
    · change rescaledSpin p m 1 * rescaledSpin p m 1 = _
      rw [h1, smul_mul_assoc, mul_smul_comm, s1, smul_smul, smul_smul]
      congr 1
      linear_combination (1 / 4 : ℂ) * hr
    · exact s2

end DiracProjectedSpin
```

```lean
#print axioms DiracProjectedSpin.projectedSpin_conserved
#print axioms DiracProjectedSpin.projectedSpin_eq_projected
#print axioms DiracProjectedSpin.projectedSpin_not_spin
#print axioms DiracProjectedSpin.rescaledSpin_spin_half
```

```
'DiracProjectedSpin.projectedSpin_conserved' depends on axioms: [propext, Classical.choice, Quot.sound]
'DiracProjectedSpin.projectedSpin_eq_projected' depends on axioms: [propext, Classical.choice, Quot.sound]
'DiracProjectedSpin.projectedSpin_not_spin' depends on axioms: [propext, Classical.choice, Quot.sound]
'DiracProjectedSpin.rescaledSpin_spin_half' depends on axioms: [propext, Classical.choice, Quot.sound]
```
